# Quarter turns in the (1,2) and (2,3) planes, applied to orbital 1 in opposite orders, give orthogonal orbitals

An orbital is taken to be a real column $v$ of coefficients in a fixed orthonormal basis $e_1,e_2,e_3$, so overlaps are dot products, and a rotation is a matrix acting on that column. Both rotation planes refer to the fixed basis, and in a product $AB$ the factor $B$ acts first. Since $v$ and $-v$ describe the same state, the two orders are compared both as vectors and through the density matrix $P(v)=vv^{T}$ of one particle in a normalised $v$.

## Overlap and distance for arbitrary angles

For real angles $\theta,\varphi$ let

$$A=\begin{pmatrix}\cos\theta&-\sin\theta&0\\ \sin\theta&\cos\theta&0\\0&0&1\end{pmatrix},\qquad B=\begin{pmatrix}1&0&0\\0&\cos\varphi&-\sin\varphi\\0&\sin\varphi&\cos\varphi\end{pmatrix},$$

and let $e_1$ be occupied. Because $Be_1=e_1$,

$$u=ABe_1=(\cos\theta,\ \sin\theta,\ 0),\qquad w=BAe_1=Bu=(\cos\theta,\ \cos\varphi\sin\theta,\ \sin\varphi\sin\theta).$$

Then $u\cdot u=1$, $w\cdot w=\cos^2\theta+\sin^2\theta(\cos^2\varphi+\sin^2\varphi)=1$, and the overlap is

$$S=u\cdot w=\cos^2\theta+\sin^2\theta\cos\varphi=1-\sin^2\theta\,(1-\cos\varphi).$$

If $u=w$ then $S=1$, which forces $\sin\theta=0$ or $\cos\varphi=1$. Conversely, $\sin\theta=0$ leaves both vectors equal to $(\cos\theta,0,0)$, and $\cos\varphi=1$ gives $\sin\varphi=0$ and again $u=w$.

For any real vectors $x,y$, $P(x)P(y)=x(x^Ty)y^T=(x\cdot y)\,xy^T$, and $\operatorname{Tr}xy^T=x\cdot y$, so $\operatorname{Tr}P(x)P(y)=(x\cdot y)^2$. Expanding the square for the unit vectors $u,w$,

$$D=\operatorname{Tr}\,[P(u)-P(w)]^2=1-S^2-S^2+1=2(1-S^2).$$

At $\theta=\varphi=\pi/2$, $A$ sends $e_1,e_2,e_3$ to $e_2,-e_1,e_3$ and $B$ sends them to $e_1,e_3,-e_2$. Hence $u=Ae_1=e_2$, $w=Be_2=e_3$, $S=0$, $P(u)P(w)=0$ and $D=2$.

For intermediate angles, take $\theta=\varphi$ with cosine $3/5$ and sine $4/5$. Then $u=(3/5,\,4/5,\,0)$ and $w=(3/5,\,12/25,\,16/25)$, so $S=9/25+48/125=93/125$, in agreement with $1-\tfrac{16}{25}\cdot\tfrac25$, and $D=2(1-8649/15625)\approx0.893$.

When an orbital transformation in a self-consistent-field code or a quantum circuit is assembled from two-orbital (Givens) rotations, the list of angles does not in general determine the state until the order is also given; this is shown here for one particle in three real orbitals, with no spin and no Hamiltonian.

## Rotations, orbitals and density matrices in Lean

```lean
import Mathlib

open Matrix Real

namespace RotationOrder

noncomputable section
```

The matrices are entered row by row, exactly as above. `Fin 3` counts from 0, so orbital 1 sits at position 0; the names `e₁`, `e₂`, `e₃` keep the physical numbering.

```lean
/-- Orbital rotation by the angle `θ` in the plane of orbitals 1 and 2, fixing orbital 3. -/
def rotA (θ : ℝ) : Matrix (Fin 3) (Fin 3) ℝ :=
  !![cos θ, -sin θ, 0; sin θ, cos θ, 0; 0, 0, 1]

/-- Orbital rotation by the angle `φ` in the plane of orbitals 2 and 3, fixing orbital 1. -/
def rotB (φ : ℝ) : Matrix (Fin 3) (Fin 3) ℝ :=
  !![1, 0, 0; 0, cos φ, -sin φ; 0, sin φ, cos φ]

/-- First basis orbital, the occupied orbital of the reference. -/
def e₁ : Fin 3 → ℝ := ![1, 0, 0]

/-- Second basis orbital. -/
def e₂ : Fin 3 → ℝ := ![0, 1, 0]

/-- Third basis orbital. -/
def e₃ : Fin 3 → ℝ := ![0, 0, 1]
```

The operator `*ᵥ` is matrix times column, so `orbAB` is $u$ and `orbBA` is $w$.

```lean
/-- Occupied orbital obtained from `e₁` by applying `B(φ)` first and then `A(θ)`. -/
def orbAB (θ φ : ℝ) : Fin 3 → ℝ := (rotA θ * rotB φ) *ᵥ e₁

/-- Occupied orbital obtained from `e₁` by applying `A(θ)` first and then `B(φ)`. -/
def orbBA (θ φ : ℝ) : Fin 3 → ℝ := (rotB φ * rotA θ) *ᵥ e₁
```

`vecMulVec v v` has entries $v_iv_j$ at row $i$, column $j$. The definition accepts any $v$; for a normalised $v$ the occupation is one, with no factor 2 for spin and no complex conjugate, and the index type `n` is arbitrary.

```lean
/-- The matrix `v vᵀ`; for a normalised real `v` it is the one-particle density matrix of one
particle in `v`. -/
def density {n : Type*} (v : n → ℝ) : Matrix n n ℝ := vecMulVec v v
```

## Components and overlap

The theorem `rotations_orthogonal` states $A^TA=1$ and $B^TB=1$ for all angles. Each of the nine entries is expanded with `fin_cases` and `simp`, and `nlinarith` closes the remaining ones with $\sin^2+\cos^2=1$ available. Later proofs obtain normalisation from components and do not call it.

```lean
/-- Both plane rotations are orthogonal matrices. -/
theorem rotations_orthogonal (θ φ : ℝ) :
    (rotA θ)ᵀ * rotA θ = 1 ∧ (rotB φ)ᵀ * rotB φ = 1 := by
  have hθ := sin_sq_add_cos_sq θ
  have hφ := sin_sq_add_cos_sq φ
  constructor
  · ext i j
    fin_cases i <;> fin_cases j <;>
      simp [rotA, Matrix.mul_apply, Fin.sum_univ_succ] <;> nlinarith
  · ext i j
    fin_cases i <;> fin_cases j <;>
      simp [rotB, Matrix.mul_apply, Fin.sum_univ_succ] <;> nlinarith
```

The components of $u$ and $w$ come from multiplying out, one entry at a time.

```lean
/-- Components of the occupied orbital for each of the two orders of rotation. -/
theorem orbitals_explicit (θ φ : ℝ) :
    orbAB θ φ = ![cos θ, sin θ, 0] ∧
      orbBA θ φ = ![cos θ, cos φ * sin θ, sin φ * sin θ] := by
  constructor
  · ext i
    fin_cases i <;>
      simp [orbAB, rotA, rotB, e₁, Matrix.mulVec, dotProduct, Matrix.mul_apply,
        Fin.sum_univ_succ]
  · ext i
    fin_cases i <;>
      simp [orbBA, rotA, rotB, e₁, Matrix.mulVec, dotProduct, Matrix.mul_apply,
        Fin.sum_univ_succ]
```

With `⬝ᵥ` the dot product, `hd` expands it for three components. Each `linear_combination` names the multiples of the trigonometric identity needed: for $w\cdot w$, the identity in $\theta$ plus $\sin^2\theta$ times the identity in $\varphi$.

```lean
/-- Both orbitals are normalised, and their overlap is `1 - sin²θ (1 - cos φ)`. -/
theorem orbitals_overlap (θ φ : ℝ) :
    orbAB θ φ ⬝ᵥ orbAB θ φ = 1 ∧ orbBA θ φ ⬝ᵥ orbBA θ φ = 1 ∧
      orbAB θ φ ⬝ᵥ orbBA θ φ = 1 - sin θ ^ 2 * (1 - cos φ) := by
  have hθ := sin_sq_add_cos_sq θ
  have hφ := sin_sq_add_cos_sq φ
  -- dot product of explicit three-component vectors
  have hd : ∀ a b c x y z : ℝ, ![a, b, c] ⬝ᵥ ![x, y, z] = a * x + b * y + c * z := by
    intro a b c x y z
    simp [dotProduct, Fin.sum_univ_succ, add_assoc]
  rw [(orbitals_explicit θ φ).1, (orbitals_explicit θ φ).2, hd, hd, hd]
  refine ⟨?_, ?_, ?_⟩
  · linear_combination hθ
  · linear_combination hθ + sin θ ^ 2 * hφ
  · linear_combination hθ
```

The equivalence follows the argument above: substituting $u=w$ makes the overlap 1, and `mul_eq_zero` splits $\sin^2\theta(1-\cos\varphi)=0$ into the two cases. It concerns equality of vectors, which is stricter than equality of states: at $\theta=\pi/2$, $\varphi=\pi$ the components give $w=-u$, with $S=-1$ and $D=0$.

```lean
/-- The two orders give the same coefficient vector (sign included) exactly when `sin θ = 0` or `cos
φ = 1`. -/
theorem orbitals_eq_iff (θ φ : ℝ) :
    orbAB θ φ = orbBA θ φ ↔ sin θ = 0 ∨ cos φ = 1 := by
  constructor
  · intro h
    -- equal normalised orbitals have unit overlap
    obtain ⟨h1, -, h3⟩ := orbitals_overlap θ φ
    rw [← h, h1] at h3
    have h0 : sin θ ^ 2 * (1 - cos φ) = 0 := by linarith
    rcases mul_eq_zero.mp h0 with h | h
    · exact Or.inl (pow_eq_zero_iff (two_ne_zero) |>.mp h)
    · exact Or.inr (by linarith)
  · rw [(orbitals_explicit θ φ).1, (orbitals_explicit θ φ).2]
    rintro (h | h)
    · simp [h]
    · have hs : sin φ = 0 := by
        have hφ := sin_sq_add_cos_sq φ
        rw [h] at hφ
        exact pow_eq_zero_iff (two_ne_zero) |>.mp (by linarith)
      simp [h, hs]
```

## Traces of density matrices

The next two theorems hold for real vectors in any finite dimension. `density_mul` needs no normalisation; it compares the entries $\sum_k u_iu_kv_kv_j$ on both sides term by term.

```lean
/-- The product of two one-orbital density matrices is the overlap times `u vᵀ`. -/
theorem density_mul {n : Type*} [Fintype n] (u v : n → ℝ) :
    density u * density v = (u ⬝ᵥ v) • vecMulVec u v := by
  ext i j
  simp only [density, Matrix.mul_apply, vecMulVec_apply, Matrix.smul_apply, smul_eq_mul,
    dotProduct, Finset.sum_mul]
  exact Finset.sum_congr rfl fun k _ => by ring
```

In `density_distance` the hypotheses `hu` and `hv` say that both orbitals are normalised. The internal step `ht` is $\operatorname{Tr}P(x)P(y)=(x\cdot y)^2$; the long `rw` distributes the product into four traces, evaluates each, and `ring` collects them. The quantity stated is the trace of a matrix times itself. Its reading as the squared Hilbert–Schmidt distance, the sum of squared entries, rests on the symmetry of $P(u)-P(v)$, which no theorem here states.

```lean
/-- For normalised orbitals in any dimension, the trace of the squared difference of the
density matrices is `2 (1 - S²)` with `S` the overlap. -/
theorem density_distance {n : Type*} [Fintype n] (u v : n → ℝ)
    (hu : u ⬝ᵥ u = 1) (hv : v ⬝ᵥ v = 1) :
    trace ((density u - density v) * (density u - density v)) = 2 * (1 - (u ⬝ᵥ v) ^ 2) := by
  -- Tr P(x) P(y) is the squared overlap
  have ht : ∀ x y : n → ℝ, trace (density x * density y) = (x ⬝ᵥ y) ^ 2 := by
    intro x y
    have h : trace (vecMulVec x y) = x ⬝ᵥ y := by
      simp only [Matrix.trace, Matrix.diag_apply, vecMulVec_apply, dotProduct]
    rw [density_mul, trace_smul, h, smul_eq_mul, sq]
  rw [Matrix.sub_mul, Matrix.mul_sub, Matrix.mul_sub, trace_sub, trace_sub, trace_sub,
    ht, ht, ht, ht, hu, hv, dotProduct_comm v u]
  ring
```

Inserting the three results of `orbitals_overlap` gives $D$ for arbitrary angles, with no hypothesis.

```lean
/-- Trace of the squared difference between the density matrices of the two orders of
rotation, for arbitrary angles. -/
theorem order_distance (θ φ : ℝ) :
    trace ((density (orbAB θ φ) - density (orbBA θ φ)) *
        (density (orbAB θ φ) - density (orbBA θ φ))) =
      2 * (1 - (1 - sin θ ^ 2 * (1 - cos φ)) ^ 2) := by
  obtain ⟨h1, h2, h3⟩ := orbitals_overlap θ φ
  rw [density_distance _ _ h1 h2, h3]
```

## The quarter turns

`quarter_turns` ties the angle $\pi/2$ to the verbal description by giving the images of all three basis vectors under each matrix, signs included.

```lean
/-- At angle `π/2`, `A` sends `e₁, e₂, e₃` to `e₂, -e₁, e₃` and `B` sends them to
`e₁, e₃, -e₂`. -/
theorem quarter_turns :
    (rotA (π / 2) *ᵥ e₁ = e₂ ∧ rotA (π / 2) *ᵥ e₂ = -e₁ ∧ rotA (π / 2) *ᵥ e₃ = e₃) ∧
      (rotB (π / 2) *ᵥ e₁ = e₁ ∧ rotB (π / 2) *ᵥ e₂ = e₃ ∧ rotB (π / 2) *ᵥ e₃ = -e₂) := by
  refine ⟨⟨?_, ?_, ?_⟩, ⟨?_, ?_, ?_⟩⟩ <;> ext i <;> fin_cases i <;>
    simp [rotA, rotB, e₁, e₂, e₃, Matrix.mulVec, dotProduct, Fin.sum_univ_succ]
```

The final theorem has no hypotheses and states five things: $ABe_1=e_2$, $BAe_1=e_3$, zero overlap, $P(u)P(w)=0$ in this order of factors, and $D=2$. For the first two, `Matrix.mulVec_mulVec` turns $(AB)e_1$ into $A(Be_1)$ and $(BA)e_1$ into $B(Ae_1)$, after which `b1`, `a1` and `b2` supply $Be_1=e_1$, $Ae_1=e_2$ and $Be_2=e_3$. The zero overlap `h0` is the general formula at $\sin\theta=1$, $\cos\varphi=0$; it makes the prefactor in `density_mul` vanish, and `order_distance` at the same values yields 2. Several occupied orbitals, complex coefficients and energies lie beyond these statements.

```lean
/-- For the two quarter turns, `ABe₁ = e₂` and `BAe₁ = e₃`; these orbitals are orthogonal,
their density matrices have zero product, and the trace of their squared difference is 2. -/
theorem quarter_turn_order_matters :
    orbAB (π / 2) (π / 2) = e₂ ∧ orbBA (π / 2) (π / 2) = e₃ ∧
      orbAB (π / 2) (π / 2) ⬝ᵥ orbBA (π / 2) (π / 2) = 0 ∧
      density (orbAB (π / 2) (π / 2)) * density (orbBA (π / 2) (π / 2)) = 0 ∧
      trace ((density (orbAB (π / 2) (π / 2)) - density (orbBA (π / 2) (π / 2))) *
        (density (orbAB (π / 2) (π / 2)) - density (orbBA (π / 2) (π / 2)))) = 2 := by
  obtain ⟨⟨a1, -, -⟩, ⟨b1, b2, -⟩⟩ := quarter_turns
  -- the general overlap formula vanishes at the quarter turns
  have h0 : orbAB (π / 2) (π / 2) ⬝ᵥ orbBA (π / 2) (π / 2) = 0 := by
    rw [(orbitals_overlap _ _).2.2, sin_pi_div_two, cos_pi_div_two]
    norm_num
  refine ⟨?_, ?_, h0, ?_, ?_⟩
  · rw [orbAB, ← Matrix.mulVec_mulVec, b1, a1]
  · rw [orbBA, ← Matrix.mulVec_mulVec, a1, b2]
  · rw [density_mul, h0, zero_smul]
  · rw [order_distance, sin_pi_div_two, cos_pi_div_two]
    norm_num

end

end RotationOrder
```

```lean
#print axioms RotationOrder.rotations_orthogonal
-- 'RotationOrder.rotations_orthogonal' depends on axioms: [propext, Classical.choice, Quot.sound]
#print axioms RotationOrder.orbitals_eq_iff
-- 'RotationOrder.orbitals_eq_iff' depends on axioms: [propext, Classical.choice, Quot.sound]
#print axioms RotationOrder.quarter_turn_order_matters
-- 'RotationOrder.quarter_turn_order_matters' depends on axioms: [propext, Classical.choice, Quot.sound]
```
